# Checkerboard splitting of uniform hopping: exact on the four-site ring, inexact on every longer even ring

Take a ring of four sites, numbered 0 to 3. The even bonds join 0 to 1 and 2 to 3; the odd bonds join 1 to 2 and 3 to 0. A particle on site 0 that hops first over an even bond and then over an odd one goes 0, 1, 2. In the opposite order it goes 0, 3, 2. Both orders end on site 2. On a ring of six sites the same two walks end on sites 2 and 4, so the order of the hops matters.

Let $K_0$ and $K_1$ be the hopping matrices of the even and odd bonds, with unit entries, on a periodic chain of even length $L\ge 4$. For every real $t\neq 0$,

$$e^{tK_0}e^{tK_1}=e^{t(K_0+K_1)}\quad\Longleftrightarrow\quad L=4 .$$

For non-interacting particles with hopping Hamiltonian $-w(K_0+K_1)$, where $w$ is the hopping amplitude, $t$ is $w$ times the imaginary-time step. The left side is the checkerboard approximation to the one-particle propagator on the right. A test of this splitting on a uniform four-site ring therefore shows no error at any time step, whereas longer even rings do have one.

## From hopping paths to the propagator

Let $p\in\{0,1\}$. Since $L$ is even, parity alternates all the way around the ring, and each site $i$ has exactly one partner under the bonds of parity $p$: $\pi_p(i)=i+1$ if $i$ has parity $p$, and $\pi_p(i)=i-1$ otherwise. Hence

$$(K_p)_{ij}=\delta_{j,\pi_p(i)},\qquad (K_pK_q)_{ij}=\delta_{j,\pi_q(\pi_p(i))}.$$

The partner of $i$'s partner is $i$ itself, so $K_p^2=1$, and $K_p$ is symmetric. Even powers of $K_p$ are $1$ and odd powers are $K_p$, so the exponential series splits into

$$e^{tK_p}=\sum_k\frac{t^{2k}}{(2k)!}+\sum_k\frac{t^{2k+1}}{(2k+1)!}K_p=\cosh t+\sinh t\,K_p .$$

In the commutator of two such factors the terms containing the identity cancel:

$$[e^{tK_0},e^{tK_1}]=\sinh^2 t\,[K_0,K_1].$$

Suppose the factorization is exact. Its right side is symmetric, so the left side equals its own transpose, $e^{tK_0}e^{tK_1}=e^{tK_1}e^{tK_0}$. Since $\sinh t\ne0$ for $t\neq0$, it follows that $[K_0,K_1]=0$. Row 0 of $K_0K_1$ has its unit entry in column $2$, and row 0 of $K_1K_0$ has it in column $-2$. These columns agree only if $L$ divides 4, and with $L\ge4$ this gives $L=4$.

Conversely, the two orders move any site by $+2$ and $-2$, in one assignment or the other. On four sites these are the same displacement, so the matrices commute and the exponentials combine.

For $n\geq 1$ time slices on four sites, each slice equals $e^{(t/n)(K_0+K_1)}$, and its $n$th power is $e^{t(K_0+K_1)}$. Refining the time step changes nothing.

## Sites, bonds and partners in Lean

```lean
import Mathlib

open Matrix
open NormedSpace (exp)

namespace CheckerboardRing
```

Sites are elements of `ZMod L`, so `i + 1` wraps around the ring, and `i.val` is the representative between 0 and $L-1$ from which parity is read. The matrix `bondHop L p` is $K_p$; the two alternatives in its definition are the two directions of a bond.

```lean
/-- Hopping matrix with unit entries on those bonds `(i, i+1)` of the periodic chain of `L` sites
whose left site `i` has parity `p`: `p = 0` gives the even bonds, `p = 1` the odd bonds. -/
def bondHop (L p : ℕ) : Matrix (ZMod L) (ZMod L) ℝ := fun i j =>
  if (i.val % 2 = p ∧ j = i + 1) ∨ (j.val % 2 = p ∧ i = j + 1) then 1 else 0
```

The function `partner p` is $\pi_p$.

```lean
/-- The right neighbour of a site of parity `p`, and the left neighbour of any other site. -/
def partner {L : ℕ} (p : ℕ) (i : ZMod L) : ZMod L :=
  if i.val % 2 = p then i + 1 else i - 1
```

The next lemma is where even length enters. Reduction modulo $L$ preserves parity because 2 divides $L$, so the step from site $L-1$ to site 0 also changes parity.

```lean
variable {L : ℕ} [NeZero L]

/-- On a ring of even length, a step to the right changes the parity of the site. -/
theorem parity_succ (hL : Even L) (i : ZMod L) : (i + 1).val % 2 = (i.val + 1) % 2 := by
  rw [ZMod.val_add, ZMod.val_one_eq_one_mod, Nat.add_mod_mod,
    Nat.mod_mod_of_dvd _ hL.two_dvd]
```

The formula $(K_p)_{ij}=\delta_{j,\pi_p(i)}$ follows by cases on the parity of `i`. In each case parity excludes one direction of the bond and allows the other; `omega` does the parity arithmetic.

```lean
/-- On a ring of even length, each site is coupled by the bonds of one parity to its partner
and to no other site. -/
theorem bondHop_apply (hL : Even L) {p : ℕ} (hp : p < 2) (i j : ZMod L) :
    bondHop L p i j = if j = partner p i then 1 else 0 := by
  refine if_congr ?_ rfl rfl
  by_cases h : i.val % 2 = p
  · rw [show partner p i = i + 1 from if_pos h]
    constructor
    · rintro (⟨_, e⟩ | ⟨hj, e⟩)
      · exact e
      · have h1 := parity_succ hL j
        rw [← e] at h1
        omega
    · exact fun e => Or.inl ⟨h, e⟩
  · rw [show partner p i = i - 1 from if_neg h]
    constructor
    · rintro (⟨h', _⟩ | ⟨_, e⟩)
      · exact absurd h' h
      · exact eq_sub_of_add_eq e.symm
    · intro e
      have e' : i = j + 1 := by rw [e, sub_add_cancel]
      have h1 := parity_succ hL j
      rw [← e'] at h1
      exact Or.inr ⟨by omega, e'⟩
```

The following theorem confirms that the two matrices add up to the whole ring hopping. It needs $i+1\neq i-1$, which holds for $L\ge4$. At $L=2$ the two neighbours coincide and $K_0=K_1$, so the factorization is exact there too; this is why the main equivalence starts at four sites.

```lean
/-- On a ring of even length `L ≥ 4`, the even-bond and odd-bond matrices add up to the full
nearest-neighbour hopping matrix. -/
theorem bondHop_add (hL : Even L) (h4 : 4 ≤ L) (i j : ZMod L) :
    (bondHop L 0 + bondHop L 1) i j = if j = i + 1 ∨ j = i - 1 then 1 else 0 := by
  have hne : i + 1 ≠ i - 1 := by
    intro h
    have h2 : ((2 : ℕ) : ZMod L) = 0 := by
      push_cast
      linear_combination h
    have := Nat.le_of_dvd (by norm_num) ((CharP.cast_eq_zero_iff (ZMod L) L 2).1 h2)
    omega
  -- one of the two bonds at site `i` is even, the other is odd
  have key : (partner 0 i = i + 1 ∧ partner 1 i = i - 1) ∨
      (partner 0 i = i - 1 ∧ partner 1 i = i + 1) := by
    rcases Nat.mod_two_eq_zero_or_one i.val with h | h
    · exact Or.inl ⟨if_pos h, if_neg (by omega)⟩
    · exact Or.inr ⟨if_neg (by omega), if_pos h⟩
  rw [Matrix.add_apply, bondHop_apply hL (by norm_num), bondHop_apply hL (by norm_num)]
  rcases key with ⟨a, b⟩ | ⟨a, b⟩ <;> rw [a, b] <;> by_cases h1 : j = i + 1
  · subst h1
    simp [hne]
  · simp [h1]
  · subst h1
    simp [hne]
  · simp [h1]
```

## Products of hops

A matrix product becomes a composition of partner maps, because only one term of the sum over intermediate sites survives.

```lean
/-- On a ring of even length, two successive hops lead from a site to the partner of its
partner. -/
theorem bondHop_mul_apply (hL : Even L) {p q : ℕ} (hp : p < 2) (hq : q < 2) (i j : ZMod L) :
    (bondHop L p * bondHop L q) i j = if j = partner q (partner p i) then 1 else 0 := by
  simp only [Matrix.mul_apply, bondHop_apply hL hp, bondHop_apply hL hq, ite_mul, one_mul,
    zero_mul, Finset.sum_ite_eq', Finset.mem_univ, if_true]
```

Applying the same map twice returns to the starting site, which gives $K_p^2=1$.

```lean
/-- On a ring of even length, hopping twice over bonds of the same parity returns every
particle to its site. -/
theorem bondHop_sq (hL : Even L) {p : ℕ} (hp : p < 2) : bondHop L p * bondHop L p = 1 := by
  have inv : ∀ i : ZMod L, partner p (partner p i) = i := by
    intro i
    by_cases h : i.val % 2 = p
    · have h1 := parity_succ hL i
      rw [show partner p i = i + 1 from if_pos h,
        show partner p (i + 1) = i + 1 - 1 from if_neg (by omega), add_sub_cancel_right]
    · have h1 := parity_succ hL (i - 1)
      rw [sub_add_cancel] at h1
      rw [show partner p i = i - 1 from if_neg h,
        show partner p (i - 1) = i - 1 + 1 from if_pos (by omega), sub_add_cancel]
  ext i j
  rw [bondHop_mul_apply hL hp hp, inv, Matrix.one_apply]
  exact if_congr eq_comm rfl rfl
```

Symmetry follows from exchanging the two alternatives in the definition.

```lean
omit [NeZero L] in
/-- The hopping matrices are symmetric. -/
theorem bondHop_transpose (p : ℕ) : (bondHop L p)ᵀ = bondHop L p := by
  ext i j
  simp only [Matrix.transpose_apply, bondHop]
  exact if_congr or_comm rfl rfl
```

For $L=4$, `decide` checks all four starting sites.

```lean
/-- On four sites, the two orders of hopping over an even and an odd bond end on the same site. -/
theorem partner_four : ∀ i : ZMod 4, partner 1 (partner 0 i) = partner 0 (partner 1 i) := by
  decide
```

The commutation criterion combines these facts. In the forward direction, `e1` to `e4` record the two walks from site 0, and the matrix entry in column `0 + 1 + 1` forces their endpoints to agree. Then $4=0$ in `ZMod L`, so $L$ divides 4.

```lean
/-- On a ring of even length `L ≥ 4`, even-bond and odd-bond hopping commute if and only if
the ring has four sites. -/
theorem bondHop_commute_iff (hL : Even L) (h4 : 4 ≤ L) :
    bondHop L 0 * bondHop L 1 = bondHop L 1 * bondHop L 0 ↔ L = 4 := by
  constructor
  · intro h
    -- from site 0 one order leads to site 2, the other to site -2
    have s := parity_succ hL (0 : ZMod L)
    have r := parity_succ hL (0 - 1 : ZMod L)
    rw [sub_add_cancel] at r
    rw [ZMod.val_zero] at s r
    have e1 : partner 0 (0 : ZMod L) = 0 + 1 := if_pos (by rw [ZMod.val_zero])
    have e2 : partner 1 (0 + 1 : ZMod L) = 0 + 1 + 1 := if_pos (by omega)
    have e3 : partner 1 (0 : ZMod L) = 0 - 1 := if_neg (by rw [ZMod.val_zero]; norm_num)
    have e4 : partner 0 (0 - 1 : ZMod L) = 0 - 1 - 1 := if_neg (by omega)
    have h0 := congrFun (congrFun h 0) (0 + 1 + 1)
    rw [bondHop_mul_apply hL (by norm_num) (by norm_num),
      bondHop_mul_apply hL (by norm_num) (by norm_num), e1, e2, e3, e4, if_pos rfl] at h0
    have h2 : (0 + 1 + 1 : ZMod L) = 0 - 1 - 1 := by
      by_contra hn
      rw [if_neg hn] at h0
      exact one_ne_zero h0
    have h3 : ((4 : ℕ) : ZMod L) = 0 := by
      push_cast
      linear_combination h2
    have := Nat.le_of_dvd (by norm_num) ((CharP.cast_eq_zero_iff (ZMod L) L 4).1 h3)
    omega
  · rintro rfl
    ext i j
    rw [bondHop_mul_apply hL (by norm_num) (by norm_num),
      bondHop_mul_apply hL (by norm_num) (by norm_num), partner_four]
```

## The exponential and the exactness criterion

The hyperbolic formula holds for any finite real matrix with $K^2=1$. The step `HasSum.even_add_odd` joins the even and odd subseries, which are the series of $\cosh t$ and $\sinh t$.

```lean
/-- For a finite real square matrix `K` with `K * K = 1` and every real `t`, the exponential of
`t K` is `cosh t + sinh t K`. -/
theorem exp_involution {n : Type*} [Fintype n] [DecidableEq n] {K : Matrix n n ℝ}
    (hK : K * K = 1) (t : ℝ) : exp (t • K) = Real.cosh t • 1 + Real.sinh t • K := by
  have hK2 : K ^ 2 = 1 := by rw [pow_two, hK]
  -- even powers of `K` give the cosh series, odd powers the sinh series
  have h : HasSum (fun k : ℕ => ((k.factorial : ℝ)⁻¹) • (t • K) ^ k)
      (Real.cosh t • (1 : Matrix n n ℝ) + Real.sinh t • K) := by
    apply HasSum.even_add_odd
    · convert (Real.hasSum_cosh t).smul_const (1 : Matrix n n ℝ) using 1
      funext k
      rw [smul_pow, pow_mul K, hK2, one_pow, smul_smul, div_eq_inv_mul]
    · convert (Real.hasSum_sinh t).smul_const K using 1
      funext k
      rw [smul_pow, pow_succ K, pow_mul K, hK2, one_pow, one_mul, smul_smul, div_eq_inv_mul]
  exact (congrFun (NormedSpace.exp_eq_tsum ℝ) (t • K)).trans h.tsum_eq
```

The main theorem assumes even length (`hL`), at least four sites (`h4`) and a nonzero real $t$ (`ht`). It compares a single checkerboard product with the exact propagator, for uniform hopping in one dimension. It gives no size for the error on longer rings, and it does not address interactions or the separate splitting error that they bring.

The proof first replaces $L=4$ by commutation of the hopping matrices. In the forward direction, `hT` is the transposed equation with the hyperbolic formula inserted, and `hc` is the statement $\sinh^2t\,[K_0,K_1]=0$, from which the nonzero scalar is removed. The reverse direction is the exponential rule for commuting matrices.

```lean
/-- On a ring of even length `L ≥ 4` and for every real `t ≠ 0`, the checkerboard factorization
of the hopping propagator is exact if and only if the ring has four sites. -/
theorem checkerboard_exact_iff (hL : Even L) (h4 : 4 ≤ L) {t : ℝ} (ht : t ≠ 0) :
    exp (t • bondHop L 0) * exp (t • bondHop L 1) = exp (t • (bondHop L 0 + bondHop L 1))
      ↔ L = 4 := by
  rw [← bondHop_commute_iff hL h4]
  constructor
  · intro h
    -- the exact propagator is symmetric, so the two factors must commute
    have hT := congrArg Matrix.transpose h
    rw [Matrix.transpose_mul, ← Matrix.exp_transpose, ← Matrix.exp_transpose,
      ← Matrix.exp_transpose, Matrix.transpose_smul, Matrix.transpose_smul,
      Matrix.transpose_smul, Matrix.transpose_add, bondHop_transpose, bondHop_transpose,
      ← h, exp_involution (bondHop_sq hL (by norm_num)),
      exp_involution (bondHop_sq hL (by norm_num))] at hT
    -- their commutator is `sinh² t` times that of the hopping matrices
    have hc : (Real.sinh t * Real.sinh t) •
        (bondHop L 0 * bondHop L 1 - bondHop L 1 * bondHop L 0) = 0 := by
      simp only [add_mul, mul_add, smul_mul_assoc, mul_smul_comm, one_mul, mul_one] at hT
      linear_combination (norm := module) -hT
    have hs : Real.sinh t ≠ 0 := fun h0 => ht (Real.sinh_eq_zero.1 h0)
    exact sub_eq_zero.1 ((smul_eq_zero.1 hc).resolve_left (mul_ne_zero hs hs))
  · intro h
    have hc : Commute (bondHop L 0) (bondHop L 1) := h
    rw [smul_add, Matrix.exp_add_of_commute _ _ ((hc.smul_left t).smul_right t)]
```

The last theorem treats $n$ slices on four sites, for any real $t$ and any nonzero natural number `n`. Commutation merges the two factors of a slice, `Matrix.exp_nsmul` turns the power into a multiple in the exponent, and `ht` supplies $n\,(t/n)=t$.

```lean
/-- On the four-site ring, the checkerboard product with any positive number `n` of time slices
equals the exact propagator. -/
theorem four_site_slices (t : ℝ) {n : ℕ} (hn : n ≠ 0) :
    (exp ((t / n) • bondHop 4 0) * exp ((t / n) • bondHop 4 1)) ^ n
      = exp (t • (bondHop 4 0 + bondHop 4 1)) := by
  have hc : Commute (bondHop 4 0) (bondHop 4 1) :=
    (bondHop_commute_iff (by decide) le_rfl).2 rfl
  have hn' : (n : ℝ) ≠ 0 := Nat.cast_ne_zero.2 hn
  have ht : (n : ℝ) * (t / n) = t := by field_simp
  rw [← Matrix.exp_add_of_commute _ _ ((hc.smul_left (t / n)).smul_right (t / n)),
    ← Matrix.exp_nsmul, ← smul_add, ← Nat.cast_smul_eq_nsmul ℝ, smul_smul, ht]

end CheckerboardRing
```

```lean
#print axioms CheckerboardRing.bondHop_add
-- 'CheckerboardRing.bondHop_add' depends on axioms: [propext, Classical.choice, Quot.sound]
#print axioms CheckerboardRing.checkerboard_exact_iff
-- 'CheckerboardRing.checkerboard_exact_iff' depends on axioms: [propext, Classical.choice, Quot.sound]
#print axioms CheckerboardRing.four_site_slices
-- 'CheckerboardRing.four_site_slices' depends on axioms: [propext, Classical.choice, Quot.sound]
```
